# The plane mirrors diag(1, −1) and (0, 1; 1, 0) are conjugate over the rationals but not by a change of lattice basis

A crystal surface with a rectangular unit cell may have an extra lattice point at the centre of each rectangle. The same Cartesian reflection is a symmetry of the lattice with or without that point, so the reflection alone doesn't distinguish the two lattices. Its integer matrix in a primitive lattice basis does.

```lean
import Mathlib

open Matrix

namespace PlaneLatticeMirrors
```

Semicolons separate matrix rows. Write R = (1, 0; 0, −1) for the mirror that keeps one basis vector and reverses the other.

```lean
/-- The mirror that keeps the first basis vector and reverses the second. -/
def primitiveMirror : Matrix (Fin 2) (Fin 2) ℤ := !![1, 0; 0, -1]
```

Write T = (0, 1; 1, 0) for the mirror that exchanges them.

```lean
/-- The mirror that exchanges the two basis vectors. -/
def centredMirror : Matrix (Fin 2) (Fin 2) ℤ := !![0, 1; 1, 0]
```

## Two kinds of conjugacy

Matrices A and B describe the same operation in two bases if A P = P B with P invertible. Over the rationals, det P ≠ 0 is enough.

```lean
/-- Two integer matrices are conjugate by an invertible rational matrix. -/
def RationallyConjugate (A B : Matrix (Fin 2) (Fin 2) ℤ) : Prop :=
  ∃ P : Matrix (Fin 2) (Fin 2) ℚ, P.det ≠ 0 ∧
    A.map (Int.cast : ℤ → ℚ) * P = P * B.map (Int.cast : ℤ → ℚ)
```

A change of basis that keeps the lattice needs integer entries and det P = ±1, so that cell area is preserved.

```lean
/-- Two integer matrices are conjugate by a change of lattice basis, that is, by an integer
matrix of determinant 1 or -1. -/
def IntegrallyConjugate (A B : Matrix (Fin 2) (Fin 2) ℤ) : Prop :=
  ∃ P : Matrix (Fin 2) (Fin 2) ℤ, (P.det = 1 ∨ P.det = -1) ∧ A * P = P * B
```

To meet Cartesian coordinates, integer matrices are read as real ones.

```lean
/-- An integer matrix read as a real one. -/
def toReal (M : Matrix (Fin 2) (Fin 2) ℤ) : Matrix (Fin 2) (Fin 2) ℝ :=
  M.map (Int.cast : ℤ → ℝ)
```

## The reflection on both cells

Let σ reverse the second Cartesian coordinate.

```lean
/-- The reflection of the Cartesian plane that reverses the second coordinate. -/
def reflection : Matrix (Fin 2) (Fin 2) ℝ := !![1, 0; 0, -1]
```

The rectangular cell has columns (a, 0) and (0, b).

```lean
/-- The cell with basis vectors (a, 0) and (0, b), written as columns. -/
def rectangularCell (a b : ℝ) : Matrix (Fin 2) (Fin 2) ℝ := !![a, 0; 0, b]
```

The centred lattice has the primitive vectors (a/2, b/2) and (a/2, −b/2).

```lean
/-- The cell with basis vectors (a/2, b/2) and (a/2, -b/2), written as columns. -/
noncomputable def centredCell (a b : ℝ) : Matrix (Fin 2) (Fin 2) ℝ :=
  !![a / 2, a / 2; b / 2, -(b / 2)]
```

On the first cell σ keeps one column and reverses the other; on the second it exchanges them. With C for the cell matrix, these read

σ C = C R and σ C = C T.

Lean compares the entries.

```lean
/-- The same reflection acts as the diagonal mirror on the rectangular cell and as the
exchange mirror on the centred cell. -/
theorem reflection_on_cells (a b : ℝ) :
    reflection * rectangularCell a b = rectangularCell a b * toReal primitiveMirror ∧
    reflection * centredCell a b = centredCell a b * toReal centredMirror := by
  constructor <;> ext i j <;> fin_cases i <;> fin_cases j <;>
    simp [reflection, rectangularCell, centredCell, toReal, primitiveMirror, centredMirror,
      Matrix.mul_apply, Fin.sum_univ_two]
```

## An even determinant

Let P be an integer matrix with R P = P T. Counting indices from 0, the first column of this equation gives P₀₁ = P₀₀ and P₁₁ = −P₁₀, hence

det P = P₀₀ P₁₁ − P₀₁ P₁₀ = −2 P₀₀ P₁₀.

```lean
/-- An integer matrix that carries one mirror into the other has an even determinant, equal to
minus twice the product of the entries of its first column. -/
theorem det_of_intertwiner (P : Matrix (Fin 2) (Fin 2) ℤ)
    (h : primitiveMirror * P = P * centredMirror) : P.det = -2 * (P 0 0 * P 1 0) := by
  have h0 := congrFun (congrFun h 0) 0
  have h1 := congrFun (congrFun h 1) 0
  simp [primitiveMirror, centredMirror, Matrix.mul_apply, Fin.sum_univ_two] at h0 h1
  rw [Matrix.det_fin_two]
  linear_combination P 1 0 * h0 - P 0 0 * h1
```

An even number is neither 1 nor −1, which `omega` confirms. Over the rationals P = (1, 1; 1, −1) works, with determinant −2. The same P also satisfies T P = P R. Read in that direction, its columns are the coordinates of the sum and difference of the primitive centred vectors, which span the conventional rectangle of twice the primitive area.

```lean
/-- The diagonal mirror and the exchange mirror are conjugate by an invertible rational matrix,
but by no integer matrix of determinant 1 or -1. -/
theorem mirrors_rationally_not_integrally_conjugate :
    RationallyConjugate primitiveMirror centredMirror ∧
    ¬ IntegrallyConjugate primitiveMirror centredMirror := by
  constructor
  · refine ⟨!![1, 1; 1, -1], by norm_num [Matrix.det_fin_two], ?_⟩
    ext i j
    fin_cases i <;> fin_cases j <;>
      simp [primitiveMirror, centredMirror, Matrix.mul_apply, Fin.sum_univ_two]
  · -- an even determinant cannot be 1 or -1
    rintro ⟨P, hP, h⟩
    have hd := det_of_intertwiner P h
    omega
```

## Every plane mirror is one of the two

If A P = P B, then B P⁻¹ = P⁻¹ A, and P⁻¹ is again an integer matrix because det P = ±1.

```lean
/-- Integral conjugacy can be read in either direction. -/
theorem IntegrallyConjugate.symm {A B : Matrix (Fin 2) (Fin 2) ℤ}
    (h : IntegrallyConjugate A B) : IntegrallyConjugate B A := by
  obtain ⟨P, hP, h⟩ := h
  have hu : IsUnit P.det := Int.isUnit_iff.2 hP
  refine ⟨P⁻¹, Int.isUnit_iff.1 (Matrix.isUnit_nonsing_inv_det P hu), ?_⟩
  calc B * P⁻¹ = P⁻¹ * P * B * P⁻¹ := by rw [Matrix.nonsing_inv_mul P hu, one_mul]
    _ = P⁻¹ * (P * B) * P⁻¹ := by simp only [mul_assoc]
    _ = P⁻¹ * (A * P) * P⁻¹ := by rw [h]
    _ = P⁻¹ * A * (P * P⁻¹) := by simp only [mul_assoc]
    _ = P⁻¹ * A := by rw [Matrix.mul_nonsing_inv P hu, mul_one]
```

If also B Q = Q C, now with C any integer matrix, then A (P Q) = P B Q = (P Q) C.

```lean
/-- Two successive changes of lattice basis combine into one. -/
theorem IntegrallyConjugate.trans {A B C : Matrix (Fin 2) (Fin 2) ℤ}
    (h : IntegrallyConjugate A B) (k : IntegrallyConjugate B C) : IntegrallyConjugate A C := by
  obtain ⟨P, hP, h⟩ := h
  obtain ⟨Q, hQ, k⟩ := k
  refine ⟨P * Q, Int.isUnit_iff.1 ?_, ?_⟩
  · rw [Matrix.det_mul]
    exact (Int.isUnit_iff.2 hP).mul (Int.isUnit_iff.2 hQ)
  · rw [← mul_assoc, h, mul_assoc, k, mul_assoc]
```

From here a, b, c are integer matrix entries, not cell lengths. Let M = (a, b; c, −a) with a² + bc = 1. Then M² = 1, so M (M + 1) = M + 1 and M fixes the columns of M + 1. The first is (a + 1, c); if it vanishes, the second is (b, 2). Dividing a non-zero column by its greatest common divisor gives a fixed vector e = (x, y), and Bézout's identity gives integers with u x + v y = 1.

```lean
/-- A traceless integer matrix of determinant -1 fixes a lattice vector (x, y) with coprime
coordinates. -/
theorem exists_primitive_fixed_vector (a b c : ℤ) (h : a * a + b * c = 1) :
    ∃ x y u v : ℤ, u * x + v * y = 1 ∧ a * x + b * y = x ∧ c * x - a * y = y := by
  -- a non-zero column of M + 1 is fixed by M
  obtain ⟨X, Y, hne, h1, h2⟩ : ∃ X Y : ℤ, ¬ (X = 0 ∧ Y = 0) ∧
      a * X + b * Y = X ∧ c * X - a * Y = Y := by
    by_cases h0 : a + 1 = 0 ∧ c = 0
    · refine ⟨b, 1 - a, fun hh => ?_, by ring, by linear_combination h⟩
      have := h0.1
      have := hh.2
      omega
    · exact ⟨a + 1, c, h0, by linear_combination h, by ring⟩
  -- divide it by the greatest common divisor of its coordinates
  have hX : (Int.gcd X Y : ℤ) ∣ X := by apply Int.gcd_dvd_left
  have hY : (Int.gcd X Y : ℤ) ∣ Y := by apply Int.gcd_dvd_right
  have hB := Int.gcd_eq_gcd_ab X Y
  generalize (Int.gcd X Y : ℤ) = g at hX hY hB
  generalize Int.gcdA X Y = u at hB
  generalize Int.gcdB X Y = v at hB
  obtain ⟨x, rfl⟩ := hX
  obtain ⟨y, rfl⟩ := hY
  have hg : g ≠ 0 := by
    rintro rfl
    exact hne ⟨zero_mul x, zero_mul y⟩
  exact ⟨x, y, u, v, mul_left_cancel₀ hg (by linear_combination -hB),
    mul_left_cancel₀ hg (by linear_combination h1),
    mul_left_cancel₀ hg (by linear_combination h2)⟩
```

For a general M = (a, b; c, d) with M² = 1 and det M = −1, the diagonal entries of M² and the determinant give (a + d)² = 0, so the trace vanishes and e exists. Put w = (−v, u); then det(e, w) = 1. Let (F, S) = M w + w. Since M e = e,

x S − y F = det(e, M w) + det(e, w) = det M + 1 = 0.

With K = u F + v S this yields

K x = u x F + v y F = F,

and likewise K y = S, so M w = K e − w. Write K = 2m + k with k = 0 or 1, and set w′ = w − m e, which is (p, q) in Lean. Then

M w′ = k e − w′.

For k = 0 the basis (e, w′) gives R; for k = 1 the basis (w′, e − w′) gives T. Both at once would make R and T integrally conjugate.

The tactic `linear_combination` carries this algebra. It is given a multiplier for each known equation, subtracts the weighted sum from the goal, and leaves a polynomial identity for `ring`. In `hKx` the multipliers x, F and v are those of the line for K x above, and no division leaves the integers.

```lean
/-- Every integer matrix with square 1 and determinant -1 is, after a change of lattice basis,
either the diagonal mirror or the exchange mirror, and never both. -/
theorem mirror_classification (M : Matrix (Fin 2) (Fin 2) ℤ) (hM : M * M = 1)
    (hdet : M.det = -1) :
    (IntegrallyConjugate M primitiveMirror ∨ IntegrallyConjugate M centredMirror) ∧
    ¬ (IntegrallyConjugate M primitiveMirror ∧ IntegrallyConjugate M centredMirror) := by
  refine ⟨?_, fun h => mirrors_rationally_not_integrally_conjugate.2 (h.1.symm.trans h.2)⟩
  obtain ⟨a, b, c, d, rfl⟩ : ∃ a b c d : ℤ, M = !![a, b; c, d] :=
    ⟨_, _, _, _, Matrix.eta_fin_two M⟩
  have h0 := congrFun (congrFun hM 0) 0
  have h1 := congrFun (congrFun hM 1) 1
  simp [Matrix.mul_apply, Fin.sum_univ_two] at h0 h1
  rw [Matrix.det_fin_two_of] at hdet
  -- the trace vanishes
  have ht : (a + d) ^ 2 = 0 := by linear_combination h0 + h1 + 2 * hdet
  have ht' : a + d = 0 := (pow_eq_zero_iff two_ne_zero).1 ht
  obtain rfl : d = -a := by linarith
  obtain ⟨x, y, u, v, e1, e2, e3⟩ := exists_primitive_fixed_vector a b c h0
  -- the second basis vector w = (-v, u) obeys M w = K e - w
  obtain ⟨F, hF⟩ : ∃ F, F = -a * v + b * u - v := ⟨_, rfl⟩
  obtain ⟨S, hS⟩ : ∃ S, S = -c * v - a * u + u := ⟨_, rfl⟩
  have hFS : x * S - y * F = 0 := by
    rw [hF, hS]
    linear_combination -v * e3 - u * e2
  obtain ⟨K, hK⟩ : ∃ K, K = u * F + v * S := ⟨_, rfl⟩
  have hKx : K * x = F := by linear_combination x * hK + F * e1 + v * hFS
  have hKy : K * y = S := by linear_combination y * hK + S * e1 - u * hFS
  -- a shear reduces K to its parity k
  obtain ⟨m, k, hk, hm⟩ : ∃ m k : ℤ, (k = 0 ∨ k = 1) ∧ K = 2 * m + k :=
    ⟨K / 2, K % 2, by omega, by omega⟩
  obtain ⟨p, q, w1, w2, w3⟩ : ∃ p q : ℤ, x * q - y * p = 1 ∧
      a * p + b * q = k * x - p ∧ c * p - a * q = k * y - q :=
    ⟨-v - m * x, u - m * y, by linear_combination e1,
      by linear_combination -hF - m * e2 - hKx + x * hm,
      by linear_combination -hS - m * e3 - hKy + y * hm⟩
  rcases hk with rfl | rfl
  · left
    refine ⟨!![x, p; y, q], Or.inl ?_, ?_⟩
    · rw [Matrix.det_fin_two_of]
      linear_combination w1
    · ext i j
      fin_cases i <;> fin_cases j <;>
        simp [primitiveMirror, Matrix.mul_apply, Fin.sum_univ_two] <;> linarith
  · right
    refine ⟨!![p, x - p; q, y - q], Or.inr ?_, ?_⟩
    · rw [Matrix.det_fin_two_of]
      linear_combination -w1
    · ext i j
      fin_cases i <;> fin_cases j <;>
        simp [centredMirror, Matrix.mul_apply, Fin.sum_univ_two] <;> linarith
```

The condition M² = 1 alone would not suffice: the identity satisfies it, but P = P R or P = P T forces det P = −det P, hence det P = 0.

The theorem starts from an integer matrix. For a real lattice one first notes that a mirror symmetry sends basis vectors to lattice vectors. Electronic-structure codes often store the linear parts of symmetry operations as integer 3 × 3 matrices in the cell basis. For a slab, M is the block that belongs to the two in-plane vectors; if these span a primitive cell of the surface lattice, the class of a mirror M tells whether the lattice is rectangular or centred rectangular relative to that mirror. In the conventional cell of a centred lattice the matrix would be R as well.

## No diagonal form on the centred lattice

Let C be the centred cell again. Here a and b are once more real numbers, both non-zero, and |a| and |b| are the sides of the conventional rectangle. If σ (C P) = (C P) R for an integer P of determinant ±1, then C T P = C P R. Since det C = −ab/2 ≠ 0, C cancels and T P = P R, which is excluded.

The theorem's name says "rectangular basis", but it means a basis in which this σ is diagonal. For a = b the centred vectors are themselves orthogonal, and σ exchanges them.

```lean
/-- For non-zero a and b, no change of lattice basis of the centred cell turns the reflection
into the diagonal mirror. -/
theorem centred_lattice_has_no_rectangular_basis (a b : ℝ) (ha : a ≠ 0) (hb : b ≠ 0)
    (P : Matrix (Fin 2) (Fin 2) ℤ) (hP : P.det = 1 ∨ P.det = -1) :
    reflection * (centredCell a b * toReal P) ≠
      centredCell a b * toReal P * toReal primitiveMirror := by
  intro h
  have hmul : ∀ A B : Matrix (Fin 2) (Fin 2) ℤ, toReal (A * B) = toReal A * toReal B := by
    intro A B
    ext i j
    simp [toReal, Matrix.mul_apply]
  have hu : IsUnit (centredCell a b).det := by
    have hd : (centredCell a b).det = -(a * b) / 2 := by
      rw [centredCell, Matrix.det_fin_two_of]
      ring
    rw [hd]
    exact isUnit_iff_ne_zero.2 (div_ne_zero (neg_ne_zero.2 (mul_ne_zero ha hb)) two_ne_zero)
  -- cancel the cell matrix and return to integers
  rw [← mul_assoc, (reflection_on_cells a b).2, mul_assoc, mul_assoc, ← hmul, ← hmul] at h
  have h' := congrArg (fun X => (centredCell a b)⁻¹ * X) h
  simp only [← mul_assoc, Matrix.nonsing_inv_mul _ hu, one_mul] at h'
  have hZ : centredMirror * P = P * primitiveMirror :=
    Matrix.map_injective Int.cast_injective h'
  exact mirrors_rationally_not_integrally_conjugate.2 (IntegrallyConjugate.symm ⟨P, hP, hZ⟩)

end PlaneLatticeMirrors
```

```lean
#print axioms PlaneLatticeMirrors.mirrors_rationally_not_integrally_conjugate
#print axioms PlaneLatticeMirrors.mirror_classification
#print axioms PlaneLatticeMirrors.centred_lattice_has_no_rectangular_basis
```

```
'PlaneLatticeMirrors.mirrors_rationally_not_integrally_conjugate' depends on axioms: [propext, Classical.choice, Quot.sound]
'PlaneLatticeMirrors.mirror_classification' depends on axioms: [propext, Classical.choice, Quot.sound]
'PlaneLatticeMirrors.centred_lattice_has_no_rectangular_basis' depends on axioms: [propext, Classical.choice, Quot.sound]
```
